# Hartree–Fock energy gradient for non-orthonormal real orbitals

Let the columns of $C$ hold the coefficients of linearly independent occupied spin orbitals in a finite basis of real spatial functions, each multiplied by spin up or spin down, with positive definite overlap matrix $S$. When the coefficients change along $C+tY$, the Hartree–Fock energy changes at the rate

$$\left.\frac{d}{dt}E(P(C+tY))\right|_{t=0}=2\,\mathrm{tr}\!\left(Y^T(1-SP)\,F(P)\,C\,M^{-1}\right),$$

where $M=C^TSC$ is the overlap matrix of the orbitals and $P=CM^{-1}C^T$ their density matrix. For a matrix $D$,

$$G(D)_{pq}=\sum_{rs}\big[(pq|rs)-(pr|qs)\big]D_{rs},\qquad F(D)=h+G(D),$$

$$E(D)=\mathrm{tr}(hD)+\tfrac12\mathrm{tr}(D\,G(D)).$$

The one-electron matrix $h$ is symmetric, and the integrals $(pq|rs)$ have the eightfold symmetry of real orbitals.

## Orbital updates without orthonormalisation

A finite-basis Hartree–Fock code that minimises the energy directly over $C$, without restoring orthonormality after each step, can use $2Z$ with $Z=(1-SP)F(P)CM^{-1}$ as its gradient: entry $(i,j)$ is the derivative with respect to $C_{ij}$. The gradient vanishes exactly when $F(P)C=SC\varepsilon$ for some matrix $\varepsilon$.

## From the orbital overlap to the energy

If $Mv=0$, then $(Cv)^TS(Cv)=0$, so $Cv=0$ and hence $v=0$. Thus $M$ is invertible, and it stays so for small $t$. From

$$M_t^{-1}-M_0^{-1}=-M_t^{-1}(M_t-M_0)M_0^{-1},$$

division by $t$ and continuity of the inverse give $(M^{-1})'=-M^{-1}M'M^{-1}$, with $M'=Y^TSC+C^TSY$. The product rule then yields

$$\begin{aligned}P'&=YM^{-1}C^T+CM^{-1}Y^T-CM^{-1}(Y^TSC+C^TSY)M^{-1}C^T\\&=V+V^T,\qquad V=CM^{-1}Y^T(1-SP).\end{aligned}$$

$G$ is linear, and integral symmetry gives $\mathrm{tr}(A\,G(B))=\mathrm{tr}(B\,G(A))$. Therefore

$$E'=\mathrm{tr}(hP')+\tfrac12\mathrm{tr}(P'G(P))+\tfrac12\mathrm{tr}(P\,G(P'))=\mathrm{tr}(F(P)P').$$

Since $F(P)$ is symmetric, $V$ and $V^T$ contribute equally. So $E'=2\,\mathrm{tr}(VF(P))$, and cyclicity of the trace gives the formula.

If every derivative vanishes, the choice $Y=Z$ gives $2\,\mathrm{tr}(Z^TZ)=0$, so $Z=0$. Multiplying by $M$ on the right gives $F(P)C=SPF(P)C=SC\varepsilon$ with $\varepsilon=M^{-1}C^TF(P)C$. Conversely, $PSC=C$ gives $(1-SP)SC\varepsilon=0$.

Holding $M^{-1}$ fixed during differentiation loses the term with $SP$. One basis function and one orbital expose this: with $S=s$ and $C=c\neq0$, $P=1/s$ does not depend on $c$, and the correct gradient is zero. The faulty formula gives $2h/(sc)$, which is nonzero unless $h=0$.

## The Lean definitions and proofs

```lean
import Mathlib

open Matrix Topology

namespace NonorthogonalOrbitalGradient

noncomputable section

variable {n N m k l : Type*} [Fintype n] [Fintype N] [Fintype k]

/-- The matrix curve `A` has, entry by entry, the derivative `A'` at `t = 0`. -/
def HasEntryDeriv (A : ℝ → Matrix m l ℝ) (A' : Matrix m l ℝ) : Prop :=
  ∀ i j, HasDerivAt (fun t => A t i j) (A' i j) 0

/-- The symmetries of two-electron integrals `(pq|rs)` over real orbitals. -/
structure EightfoldSymm (g : n → n → n → n → ℝ) : Prop where
  bra : ∀ p q r s, g p q r s = g q p r s
  ket : ∀ p q r s, g p q r s = g p q s r
  exch : ∀ p q r s, g p q r s = g r s p q

/-- Coulomb minus exchange matrix of `D`, with `g p q r s = (pq|rs)` over spin orbitals. -/
def twoElectron (g : n → n → n → n → ℝ) (D : Matrix n n ℝ) : Matrix n n ℝ :=
  Matrix.of fun p q => ∑ r, ∑ s, (g p q r s - g p r q s) * D r s

/-- The Fock matrix `F(D) = h + J(D) - K(D)`. -/
def fock (h : Matrix n n ℝ) (g : n → n → n → n → ℝ) (D : Matrix n n ℝ) : Matrix n n ℝ :=
  h + twoElectron g D

/-- The Hartree-Fock energy `tr(hD) + tr(D (J(D) - K(D)))/2`. -/
def energy (h : Matrix n n ℝ) (g : n → n → n → n → ℝ) (D : Matrix n n ℝ) : ℝ :=
  Matrix.trace (h * D) + Matrix.trace (D * twoElectron g D) / 2

/-- The overlap matrix `M = Cᵀ S C` of the orbitals with coefficients `C`. -/
def metric (S : Matrix n n ℝ) (C : Matrix n N ℝ) : Matrix N N ℝ := Cᵀ * S * C

/-- The density matrix `P = C M⁻¹ Cᵀ` of orbitals whose overlap matrix `M` is invertible. -/
def density [DecidableEq N] (S : Matrix n n ℝ) (C : Matrix n N ℝ) : Matrix n n ℝ :=
  C * (metric S C)⁻¹ * Cᵀ

/-- Product rule for matrix curves. -/
theorem HasEntryDeriv.mul {A : ℝ → Matrix m k ℝ} {B : ℝ → Matrix k l ℝ}
    {A' : Matrix m k ℝ} {B' : Matrix k l ℝ} (hA : HasEntryDeriv A A')
    (hB : HasEntryDeriv B B') :
    HasEntryDeriv (fun t => A t * B t) (A' * B 0 + A 0 * B') := by
  intro i j
  simp only [Matrix.mul_apply, Matrix.add_apply, ← Finset.sum_add_distrib]
  exact HasDerivAt.fun_sum fun q _ => (hA i q).fun_mul (hB q j)

/-- A continuous matrix curve, invertible at `t = 0` and with derivative `M'` there, has an
inverse with derivative `-M⁻¹ M' M⁻¹`. -/
theorem HasEntryDeriv.inv [DecidableEq N] {M : ℝ → Matrix N N ℝ} {M' : Matrix N N ℝ}
    (hM : HasEntryDeriv M M') (hc : Continuous M) (h0 : (M 0).det ≠ 0) :
    HasEntryDeriv (fun t => (M t)⁻¹) (-((M 0)⁻¹ * M' * (M 0)⁻¹)) := by
  intro i j
  have hdet : Continuous fun t => (M t).det := hc.matrix_det
  have hcont : ∀ q, ContinuousAt (fun t => (M t)⁻¹ i q) 0 := by
    intro q
    have h : ContinuousAt (fun t => ((M t).det)⁻¹ * (M t).adjugate i q) 0 :=
      (hdet.continuousAt.inv₀ h0).mul (hc.matrix_adjugate.matrix_elem i q).continuousAt
    simpa only [Matrix.inv_def, Ring.inverse_eq_inv', Matrix.smul_apply, smul_eq_mul] using h
  -- exact difference identity for the inverse
  have key : (fun t => (M t)⁻¹ i j) =ᶠ[𝓝 0] fun t =>
      (M 0)⁻¹ i j - ∑ q, (M t)⁻¹ i q * ((M t - M 0) * (M 0)⁻¹) q j := by
    filter_upwards [hdet.continuousAt.eventually_ne h0] with t ht
    have h1 := Matrix.nonsing_inv_mul (M t) (isUnit_iff_ne_zero.2 ht)
    have h2 := Matrix.mul_nonsing_inv (M 0) (isUnit_iff_ne_zero.2 h0)
    have h : (M t)⁻¹ = (M 0)⁻¹ - (M t)⁻¹ * ((M t - M 0) * (M 0)⁻¹) := by
      rw [Matrix.sub_mul, h2, Matrix.mul_sub, ← Matrix.mul_assoc, h1, Matrix.one_mul,
        Matrix.mul_one]
      abel
    have h' := congrFun (congrFun h i) j
    simpa only [Matrix.sub_apply, Matrix.mul_apply] using h'
  have hg : ∀ q, HasDerivAt (fun t => ((M t - M 0) * (M 0)⁻¹) q j)
      ((M' * (M 0)⁻¹) q j) 0 := by
    intro q
    simp only [Matrix.mul_apply, Matrix.sub_apply]
    exact HasDerivAt.fun_sum fun r _ => ((hM q r).sub_const _).mul_const _
  -- the second factor vanishes at 0, so continuity of the first one suffices
  have hp : ∀ q, HasDerivAt (fun t => (M t)⁻¹ i q * ((M t - M 0) * (M 0)⁻¹) q j)
      ((M 0)⁻¹ i q * (M' * (M 0)⁻¹) q j) 0 := by
    intro q
    have hz : ((M 0 - M 0) * (M 0)⁻¹) q j = 0 := by simp
    have hs := hasDerivAt_iff_tendsto_slope.1 (hg q)
    refine hasDerivAt_iff_tendsto_slope.2
      ((((hcont q).tendsto.mono_left nhdsWithin_le_nhds).mul hs).congr fun t => ?_)
    simp only [slope_def_field, hz]
    ring
  have hs := HasDerivAt.fun_sum (u := Finset.univ) fun q _ => hp q
  refine ((hs.const_sub ((M 0)⁻¹ i j)).congr_of_eventuallyEq key).congr_deriv ?_
  rw [Matrix.mul_assoc, Matrix.neg_apply, Matrix.mul_apply]

/-- For eightfold symmetric integrals the two-electron interaction of two matrices is
symmetric under their exchange. -/
theorem twoElectron_exchange {g : n → n → n → n → ℝ} (hg : EightfoldSymm g)
    (A B : Matrix n n ℝ) :
    Matrix.trace (A * twoElectron g B) = Matrix.trace (B * twoElectron g A) := by
  have swap : ∀ f : n → n → n → n → ℝ,
      ∑ a, ∑ b, ∑ c, ∑ d, f a b c d = ∑ c, ∑ d, ∑ a, ∑ b, f a b c d := by
    intro f
    calc _ = ∑ a, ∑ c, ∑ b, ∑ d, f a b c d :=
          Finset.sum_congr rfl fun a _ => Finset.sum_comm
      _ = ∑ c, ∑ a, ∑ b, ∑ d, f a b c d := Finset.sum_comm
      _ = ∑ c, ∑ a, ∑ d, ∑ b, f a b c d :=
          Finset.sum_congr rfl fun c _ => Finset.sum_congr rfl fun a _ => Finset.sum_comm
      _ = _ := Finset.sum_congr rfl fun c _ => Finset.sum_comm
  simp only [Matrix.trace, Matrix.diag_apply, Matrix.mul_apply, twoElectron,
    Matrix.of_apply, Finset.mul_sum]
  refine (swap _).trans ?_
  refine Finset.sum_congr rfl fun r _ => Finset.sum_congr rfl fun s _ =>
    Finset.sum_congr rfl fun p _ => Finset.sum_congr rfl fun q _ => ?_
  have h1 : g q p r s = g s r p q :=
    (hg.exch q p r s).trans ((hg.bra r s q p).trans (hg.ket s r q p))
  have h2 : g q r p s = g s p r q :=
    (hg.exch q r p s).trans ((hg.bra p s q r).trans (hg.ket s p q r))
  rw [h1, h2]
  ring

/-- For eightfold symmetric integrals, the energy changes along a curve of matrices `D` at the rate
`tr(F(D) D')` at `t = 0`, where `D'` is the derivative of the curve there. -/
theorem hasDerivAt_energy (h : Matrix n n ℝ) {g : n → n → n → n → ℝ} (hg : EightfoldSymm g)
    {D : ℝ → Matrix n n ℝ} {D' : Matrix n n ℝ} (hD : HasEntryDeriv D D') :
    HasDerivAt (fun t => energy h g (D t)) (Matrix.trace (fock h g (D 0) * D')) 0 := by
  have tr : ∀ {A : ℝ → Matrix n n ℝ} {A' : Matrix n n ℝ}, HasEntryDeriv A A' →
      HasDerivAt (fun t => Matrix.trace (A t)) (Matrix.trace A') 0 := by
    intro A A' hA
    simp only [Matrix.trace, Matrix.diag_apply]
    exact HasDerivAt.fun_sum fun i _ => hA i i
  have hG : HasEntryDeriv (fun t => twoElectron g (D t)) (twoElectron g D') := by
    intro i j
    simp only [twoElectron, Matrix.of_apply]
    exact HasDerivAt.fun_sum fun r _ => HasDerivAt.fun_sum fun s _ => (hD r s).const_mul _
  have hh : HasEntryDeriv (fun _ => h) 0 := fun i j => hasDerivAt_const _ _
  simp only [energy]
  refine ((tr (hh.mul hD)).fun_add ((tr (hD.mul hG)).div_const 2)).congr_deriv ?_
  simp only [Matrix.zero_mul, zero_add, Matrix.trace_add, fock, Matrix.add_mul]
  rw [twoElectron_exchange hg (D 0) D', Matrix.trace_mul_comm (twoElectron g (D 0)) D']
  ring

/-- For symmetric `h` and `D` and eightfold symmetric integrals the Fock matrix is symmetric. -/
theorem fock_symm {h D : Matrix n n ℝ} {g : n → n → n → n → ℝ} (hh : h.IsSymm)
    (hg : EightfoldSymm g) (hD : D.IsSymm) : (fock h g D)ᵀ = fock h g D := by
  ext p q
  simp only [fock, Matrix.transpose_apply, Matrix.add_apply, twoElectron, Matrix.of_apply]
  rw [hh.apply p q]
  congr 1
  refine Finset.sum_comm.trans ?_
  refine Finset.sum_congr rfl fun r _ => Finset.sum_congr rfl fun s _ => ?_
  rw [hD.apply r s, hg.bra q p s r, hg.ket p q s r, hg.exch q s p r]

variable [DecidableEq N] {S : Matrix n n ℝ} {C : Matrix n N ℝ}

/-- Linearly independent orbitals have an invertible overlap matrix when `S` is positive
definite. -/
theorem metric_det_ne_zero (hS : S.PosDef) (hC : Function.Injective C.mulVec) :
    (metric S C).det ≠ 0 := by
  intro h0
  obtain ⟨v, hv, hMv⟩ := Matrix.exists_mulVec_eq_zero_iff.2 h0
  have hCv : C *ᵥ v ≠ 0 := fun h => hv (hC (h.trans (Matrix.mulVec_zero C).symm))
  have hpos := hS.dotProduct_mulVec_pos hCv
  have e : (C *ᵥ v) ⬝ᵥ (S *ᵥ (C *ᵥ v)) = v ⬝ᵥ (metric S C *ᵥ v) := by
    rw [metric, ← Matrix.mulVec_mulVec, ← Matrix.mulVec_mulVec,
      Matrix.dotProduct_mulVec v, Matrix.vecMul_transpose]
  rw [star_trivial, e, hMv, dotProduct_zero] at hpos
  exact lt_irrefl _ hpos

variable [DecidableEq n]

/-- For positive definite `S` and linearly independent orbitals, the density matrix along `C + tY`
has the derivative `V + Vᵀ` at `t = 0`, where `V = C M⁻¹ Yᵀ (1 - S P)`. -/
theorem density_deriv (hS : S.PosDef) (hC : Function.Injective C.mulVec) (Y : Matrix n N ℝ) :
    HasEntryDeriv (fun t => density S (C + t • Y))
      (C * (metric S C)⁻¹ * Yᵀ * (1 - S * density S C) +
        (C * (metric S C)⁻¹ * Yᵀ * (1 - S * density S C))ᵀ) := by
  have hSt : Sᵀ = S := by
    rw [← Matrix.conjTranspose_eq_transpose_of_trivial]; exact hS.isHermitian
  have hMt : ((metric S C)⁻¹)ᵀ = (metric S C)⁻¹ := by
    rw [Matrix.transpose_nonsing_inv]
    simp only [metric, Matrix.transpose_mul, Matrix.transpose_transpose, hSt, Matrix.mul_assoc]
  have hX : HasEntryDeriv (fun t : ℝ => C + t • Y) Y := by
    intro i j
    have h := ((hasDerivAt_id' (0 : ℝ)).mul_const (Y i j)).const_add (C i j)
    simpa only [Matrix.add_apply, Matrix.smul_apply, smul_eq_mul, one_mul] using h
  have hXT : HasEntryDeriv (fun t : ℝ => (C + t • Y)ᵀ) Yᵀ := fun i j => hX j i
  have hc : HasEntryDeriv (fun _ => S) 0 := fun i j => hasDerivAt_const _ _
  have hXc : Continuous fun t : ℝ => C + t • Y :=
    continuous_const.add (continuous_id.smul continuous_const)
  have hMc : Continuous fun t : ℝ => metric S (C + t • Y) :=
    (hXc.matrix_transpose.matrix_mul continuous_const).matrix_mul hXc
  have hM : HasEntryDeriv (fun t => metric S (C + t • Y)) (Yᵀ * S * C + Cᵀ * S * Y) := by
    have h : HasEntryDeriv (fun t => metric S (C + t • Y)) _ := (hXT.mul hc).mul hX
    simpa only [zero_smul, add_zero, Matrix.mul_zero] using h
  have hMi := hM.inv hMc
    (by simpa only [zero_smul, add_zero] using metric_det_ne_zero hS hC)
  have h : HasEntryDeriv (fun t => density S (C + t • Y)) _ := (hX.mul hMi).mul hXT
  convert h using 1
  simp only [zero_smul, add_zero, density, Matrix.transpose_mul, Matrix.transpose_sub,
    Matrix.transpose_transpose, hSt, hMt, Matrix.mul_add, Matrix.add_mul, Matrix.mul_sub,
    Matrix.mul_neg, Matrix.neg_mul, Matrix.mul_one, Matrix.mul_assoc]
  abel

/-- Energy gradient for non-orthonormal orbitals: for positive definite `S`, linearly
independent orbitals, symmetric `h` and eightfold symmetric integrals, the energy along
`C + tY` has derivative `2 tr(Yᵀ (1 - S P) F(P) C M⁻¹)` at `t = 0`. -/
theorem energy_gradient {h : Matrix n n ℝ} {g : n → n → n → n → ℝ} (hS : S.PosDef)
    (hC : Function.Injective C.mulVec) (hh : h.IsSymm) (hg : EightfoldSymm g)
    (Y : Matrix n N ℝ) :
    HasDerivAt (fun t : ℝ => energy h g (density S (C + t • Y)))
      (2 * Matrix.trace (Yᵀ * (1 - S * density S C) * fock h g (density S C) * C *
        (metric S C)⁻¹)) 0 := by
  have hSt : Sᵀ = S := by
    rw [← Matrix.conjTranspose_eq_transpose_of_trivial]; exact hS.isHermitian
  have hP : (density S C).IsSymm := by
    simp only [Matrix.IsSymm, density, metric, Matrix.transpose_mul,
      Matrix.transpose_transpose, Matrix.transpose_nonsing_inv, hSt, Matrix.mul_assoc]
  have hE := hasDerivAt_energy h hg (density_deriv hS hC Y)
  simp only [zero_smul, add_zero] at hE
  refine hE.congr_deriv ?_
  -- the two halves of the density response contribute equally
  have aux : ∀ F V : Matrix n n ℝ, Fᵀ = F →
      Matrix.trace (F * (V + Vᵀ)) = 2 * Matrix.trace (V * F) := by
    intro F V hF
    have h1 : Matrix.trace (F * Vᵀ) = Matrix.trace (V * F) := by
      rw [← Matrix.trace_transpose (F * Vᵀ), Matrix.transpose_mul,
        Matrix.transpose_transpose, hF]
    rw [Matrix.mul_add, Matrix.trace_add, h1, Matrix.trace_mul_comm F V]
    ring
  rw [aux _ _ (fock_symm hh hg hP)]
  congr 1
  have hcyc := Matrix.trace_mul_comm (C * (metric S C)⁻¹)
    (Yᵀ * (1 - S * density S C) * fock h g (density S C))
  simpa only [Matrix.mul_assoc] using hcyc

/-- For positive definite `S`, linearly independent orbitals, symmetric `h` and eightfold symmetric
integrals, the energy is stationary for every orbital change `Y` exactly when the Roothaan equation
`F(P) C = S C ε` holds for some matrix `ε`. -/
theorem stationary_iff_roothaan {h : Matrix n n ℝ} {g : n → n → n → n → ℝ} (hS : S.PosDef)
    (hC : Function.Injective C.mulVec) (hh : h.IsSymm) (hg : EightfoldSymm g) :
    (∀ Y : Matrix n N ℝ,
      HasDerivAt (fun t : ℝ => energy h g (density S (C + t • Y))) 0 0) ↔
    ∃ ε : Matrix N N ℝ, fock h g (density S C) * C = S * C * ε := by
  have hu := Matrix.nonsing_inv_mul (metric S C)
    (isUnit_iff_ne_zero.2 (metric_det_ne_zero hS hC))
  constructor
  · intro H
    obtain ⟨Z, hZ⟩ : ∃ Z, Z = (1 - S * density S C) * fock h g (density S C) * C *
      (metric S C)⁻¹ := ⟨_, rfl⟩
    have e : ∀ W : Matrix N n ℝ, W * (1 - S * density S C) * fock h g (density S C) * C *
        (metric S C)⁻¹ = W * Z := by
      intro W
      rw [hZ]
      simp only [Matrix.mul_assoc]
    -- move along the gradient itself
    have h1 := (H Z).unique (energy_gradient hS hC hh hg Z)
    rw [e] at h1
    have h2 : ∑ j, ∑ i, Z i j * Z i j = 0 := by
      have h3 : Matrix.trace (Zᵀ * Z) = 0 := by linarith
      simpa only [Matrix.trace, Matrix.diag_apply, Matrix.mul_apply,
        Matrix.transpose_apply] using h3
    have hZ0 : Z = 0 := by
      ext i j
      have h3 := (Finset.sum_eq_zero_iff_of_nonneg fun j _ =>
        Finset.sum_nonneg fun i _ => mul_self_nonneg (Z i j)).1 h2 j (Finset.mem_univ j)
      have h4 := (Finset.sum_eq_zero_iff_of_nonneg fun i _ =>
        mul_self_nonneg (Z i j)).1 h3 i (Finset.mem_univ i)
      exact mul_self_eq_zero.1 h4
    have h5 : (1 - S * density S C) * fock h g (density S C) * C = 0 := by
      calc _ = (1 - S * density S C) * fock h g (density S C) * C * (metric S C)⁻¹ *
            metric S C := by rw [Matrix.mul_assoc _ (metric S C)⁻¹, hu, Matrix.mul_one]
        _ = 0 := by rw [← hZ, hZ0, Matrix.zero_mul]
    rw [Matrix.sub_mul, Matrix.sub_mul, Matrix.one_mul, sub_eq_zero] at h5
    refine ⟨(metric S C)⁻¹ * (Cᵀ * (fock h g (density S C) * C)), h5.trans ?_⟩
    generalize fock h g (density S C) = F
    simp only [density, Matrix.mul_assoc]
  · rintro ⟨ε, hε⟩ Y
    refine (energy_gradient hS hC hh hg Y).congr_deriv ?_
    -- the density matrix reproduces the occupied orbitals
    have hPC : density S C * (S * C) = C := by
      calc _ = C * ((metric S C)⁻¹ * metric S C) := by
            simp only [density, metric, Matrix.mul_assoc]
        _ = C := by rw [hu, Matrix.mul_one]
    have h0 : (1 - S * density S C) * (fock h g (density S C) * C) = 0 := by
      rw [hε, ← Matrix.mul_assoc, Matrix.sub_mul, Matrix.one_mul,
        Matrix.mul_assoc S (density S C), hPC, sub_self, Matrix.zero_mul]
    have e : Yᵀ * (1 - S * density S C) * fock h g (density S C) * C * (metric S C)⁻¹ =
        Yᵀ * ((1 - S * density S C) * (fock h g (density S C) * C)) * (metric S C)⁻¹ := by
      simp only [Matrix.mul_assoc]
    rw [e, h0, Matrix.mul_zero, Matrix.zero_mul, Matrix.trace_zero, mul_zero]

end

end NonorthogonalOrbitalGradient
```

```lean
#print axioms NonorthogonalOrbitalGradient.energy_gradient
-- 'NonorthogonalOrbitalGradient.energy_gradient' depends on axioms: [propext, Classical.choice, Quot.sound]
#print axioms NonorthogonalOrbitalGradient.stationary_iff_roothaan
-- 'NonorthogonalOrbitalGradient.stationary_iff_roothaan' depends on axioms: [propext, Classical.choice, Quot.sound]
```

The finite types `n` and `N` label basis functions and occupied orbitals, and `g p q r s` is $(pq|rs)$. The name `metric` denotes $M$. `S.PosDef` includes symmetry of $S$, and `Function.Injective C.mulVec` is full column rank. `HasEntryDeriv` differentiates matrices entry by entry, so no matrix norm is chosen.

`metric_det_ne_zero` proves invertibility. In `HasEntryDeriv.inv`, `key` is the difference identity and `hp` takes the limit of the difference quotient. `density_deriv` combines this with `HasEntryDeriv.mul` to obtain $V+V^T$. `twoElectron_exchange` supplies the trace symmetry for `hasDerivAt_energy`, and `fock_symm` the symmetry of $F$. In `energy_gradient`, `aux` merges the two halves and `hcyc` cycles the trace. `stationary_iff_roothaan` compares two derivatives along $Z$ by `unique`, then uses a vanishing sum of squares; `hPC` is $PSC=C$ for the converse.

## A derivative for given integral arrays

The theorems guarantee the derivative at $t=0$ and the equivalence between stationarity and $F(P)C=SC\varepsilon$. Here $\varepsilon$ may be any matrix, whereas the textbook Roothaan equation usually has a diagonal one. A stationary point need not be a minimum, and nothing is said about convergence or rounding.

The arrays `S`, `h` and `g` are arbitrary apart from the stated conditions. The step left to the user is to identify `energy` with the expectation value of a molecule's electronic Hamiltonian, without the nuclear repulsion constant, in the normalised Slater determinant of the occupied orbitals. The basis is fixed, so nuclear forces need further terms. $P$ counts one electron per spin orbital; closed-shell codes with spatial orbitals often include a factor 2 in $P$ and need their own prefactors.
